# The squared mode frequencies of a harmonic Penning trap sum to the squared cyclotron frequency

A charged particle in a Penning trap is held by a uniform magnetic field and a static electric quadrupole. To find a $g$ factor, one compares the spin precession frequency with the cyclotron frequency that the particle would have in the magnetic field alone. The trapped particle does not move at that frequency, because the electric force shifts it. Moreover, the electrodes may be slightly elliptic and the magnetic field slightly tilted against their axis. Can the free cyclotron frequency still be recovered from the motion in the trap?

For a single non-relativistic charge in an exactly quadratic potential and a uniform field, it can: the squares of the three mode frequencies, counted with multiplicity, add up to the square of the free cyclotron frequency, whatever the tilt or ellipticity.

## From the equation of motion to a cubic in $w^2$

Let $q$ be the charge, $m$ the mass and $\mathbf r$ the displacement from the trap centre. Write the magnetic field as $B\,b$ with $b$ a unit vector, and put $c = qB/m$, so that $|c|$ is the free cyclotron frequency. The electric force per unit mass is $-K\mathbf r$, where $K$ is a real $3\times3$ matrix. It is symmetric because it is the matrix of second derivatives of a potential, and traceless because the electrostatic potential obeys Laplace's equation in the empty space between the electrodes. The equation of motion is

$$\mathbf r'' = -K\mathbf r + c\,\mathbf r'\times b .$$

Insert $\mathbf r(t) = e^{iwt}u$ with a constant complex amplitude $u$. Dividing by the exponential gives $-w^2u = -Ku + iwc\,u\times b$. Since $u\times b = -b\times u$, this is

$$M u = 0,\qquad M = K - w^2 + iwcX,$$

where $X$ is the matrix of $v\mapsto b\times v$. A nonzero amplitude exists exactly when $\det M = 0$.

To expand the determinant, put $x = w^2$, $A = K - x$ and $\beta = iwc$. The determinant is linear in each column, and collecting powers of $\beta$ gives

$$\det(A+\beta X) = \det A + \beta\,\mathrm{tr}(\mathrm{adj}(A)\,X) + \beta^2\,\mathrm{tr}(\mathrm{adj}(X)\,A) + \beta^3\det X .$$

The term linear in $\beta$ vanishes, because $\mathrm{adj}(A)$ is symmetric and $X$ antisymmetric. The cubic term vanishes because an antisymmetric $3\times3$ matrix has determinant zero. The cofactors of $X$ give $\mathrm{adj}(X) = b\,b^{T}$, so the quadratic term is $\beta^2\, b\cdot Ab = -xc^2(b\cdot Kb - x\,b\cdot b)$. With $e_2(K)$ for the sum of the principal $2\times2$ minors of $K$,

$$\det A = -x^3 + (\mathrm{tr}K)\,x^2 - e_2(K)\,x + \det K ,$$

and therefore

$$\det M = -x^3 + (\mathrm{tr}K + c^2\,b\cdot b)\,x^2 - \ell x + \det K,\qquad \ell = e_2(K) + c^2\,b\cdot Kb .$$

For traceless $K$ and unit $b$ the coefficient of $x^2$ is $c^2$. The tilt and the ellipticity enter only $\ell$ and $\det K$.

Over the complex numbers the cubic factorises as $f(x) = -(x-s_1)(x-s_2)(x-s_3)$. The combination $f(1)+f(-1)-2f(0)$ is twice the coefficient of $x^2$. It equals $2c^2$ in the expanded form and $2(s_1+s_2+s_3)$ in the factorised form, so

$$s_1+s_2+s_3 = c^2 .$$

Repeated roots need no separate treatment. If three nonzero harmonic motions have distinct squared frequencies $w_0^2, w_1^2, w_2^2$, these are three different roots of the cubic, hence all of them, and $w_0^2+w_1^2+w_2^2 = c^2$.

In the ideal aligned trap, $K = \mathrm{diag}(-k/2,-k/2,k)$ and $b$ points along the last axis. The axial direction separates with the factor $k-w^2$. The radial block has determinant

$$(w^2+k/2)^2 - c^2w^2 = (w^2-cw+k/2)(w^2+cw+k/2).$$

The two roots of the first radial factor have sum $c$ and product $k/2$, so their squares add up to $c^2-k$; the axial value $k$ completes the sum. The second radial factor has the negatives of these roots and gives the same squares.

## The trap, its motions and its modes in Lean

```lean
import Mathlib

open Matrix

namespace PenningTrapInvariance

noncomputable section
```

Vectors are functions on `Fin 3`, so their components carry the indices 0, 1, 2. The cross-product matrix is defined over any commutative ring, which lets the same definition serve real and complex vectors.

```lean
/-- The matrix of the map `v ↦ b × v`. -/
def crossMatrix {R : Type*} [CommRing R] (b : Fin 3 → R) : Matrix (Fin 3) (Fin 3) R :=
  !![0, -b 2, b 1; b 2, 0, -b 0; -b 1, b 0, 0]
```

The mode matrix is complex. `K.map Complex.ofReal` is the real matrix $K$ read with complex entries, and the frequency `w` may be any complex number.

```lean
/-- The mode matrix `K - w² + i w c X` of a trap with stiffness matrix `K` (per unit mass), field
direction `b` and signed free cyclotron frequency `c`. -/
def modeMatrix (K : Matrix (Fin 3) (Fin 3) ℝ) (b : Fin 3 → ℝ) (c : ℝ) (w : ℂ) :
    Matrix (Fin 3) (Fin 3) ℂ :=
  K.map Complex.ofReal - w ^ 2 • (1 : Matrix (Fin 3) (Fin 3) ℂ)
    + (Complex.I * w * c) • crossMatrix (fun i => (b i : ℂ))
```

The dynamics is stated independently of this matrix. A trajectory `r` is a motion if there is a velocity `v` that is its derivative at every time and whose own derivative is the force per unit mass. Trajectories are complex-valued; as $K$, $b$ and $c$ are real, the real part of a solution is again a solution.

```lean
/-- The complexified equation of motion `r'' = -K r + c r' × b` of a charge in the trap. -/
def IsMotion (K : Matrix (Fin 3) (Fin 3) ℝ) (b : Fin 3 → ℝ) (c : ℝ)
    (r : ℝ → Fin 3 → ℂ) : Prop :=
  ∃ v : ℝ → Fin 3 → ℂ, ∀ t, HasDerivAt r (v t) t ∧
    HasDerivAt v (-(K.map Complex.ofReal *ᵥ r t)
      + (c : ℂ) • (v t ⨯₃ (fun i => (b i : ℂ)))) t
```

The next definition says what it means for three numbers to be the squared frequencies. The determinant has to equal the factorised cubic for every complex $w$, so the $s_i$ are its roots with the right multiplicities. They are complex numbers, and nothing requires them to be positive: the theorems cover unstable traps as well and do not decide whether a given trap confines the particle.

```lean
/-- The numbers `s₁, s₂, s₃` are the roots, with multiplicity, of the mode determinant
as a cubic in `w²` with leading coefficient `-1`. -/
def AreSquaredFrequencies (K : Matrix (Fin 3) (Fin 3) ℝ) (b : Fin 3 → ℝ) (c : ℝ)
    (s₁ s₂ s₃ : ℂ) : Prop :=
  ∀ w : ℂ, (modeMatrix K b c w).det = -((w ^ 2 - s₁) * (w ^ 2 - s₂) * (w ^ 2 - s₃))
```

The coefficient $\ell$ of the derivation is `linearCoeff`, with the principal minors written out for a symmetric matrix.

```lean
/-- For symmetric `K`, the coefficient of `-w²` in the mode determinant: the second invariant of `K`
plus `c² b·Kb`. -/
def linearCoeff (K : Matrix (Fin 3) (Fin 3) ℝ) (b : Fin 3 → ℝ) (c : ℝ) : ℝ :=
  K 0 0 * K 1 1 - K 0 1 ^ 2 + (K 0 0 * K 2 2 - K 0 2 ^ 2) + (K 1 1 * K 2 2 - K 1 2 ^ 2)
    + c ^ 2 * (b ⬝ᵥ (K *ᵥ b))
```

## The mode condition derived from the dynamics

The first theorem confirms, component by component, that the matrix acts as $b\times$.

```lean
/-- The cross-product matrix of `b` acts on a vector as `b ×`. -/
theorem crossMatrix_mulVec {R : Type*} [CommRing R] (b v : Fin 3 → R) :
    crossMatrix b *ᵥ v = b ⨯₃ v := by
  ext i
  fin_cases i <;>
    simp [crossMatrix, cross_apply, Matrix.mulVec, dotProduct, Fin.sum_univ_three] <;> ring
```

The second links the determinant problem to the equation of motion, for every complex frequency and every amplitude. It needs neither symmetry of $K$ nor a unit $b$.

```lean
/-- The harmonic motion `exp(iwt) u` solves the equation of motion exactly when the mode
matrix annihilates the amplitude `u`. -/
theorem harmonic_isMotion_iff (K : Matrix (Fin 3) (Fin 3) ℝ) (b : Fin 3 → ℝ) (c : ℝ)
    (w : ℂ) (u : Fin 3 → ℂ) :
    IsMotion K b c (fun t => Complex.exp (Complex.I * w * t) • u) ↔
      modeMatrix K b c w *ᵥ u = 0 := by
  have hE : ∀ t : ℝ, HasDerivAt (fun t : ℝ => Complex.exp (Complex.I * w * t))
      (Complex.exp (Complex.I * w * t) * (Complex.I * w)) t := by
    intro t
    have h := ((hasDerivAt_id (t : ℂ)).const_mul (Complex.I * w)).cexp.comp_ofReal
    simpa using h
  have hr := fun t : ℝ => (hE t).smul_const u
  have hv := fun t : ℝ => ((hE t).mul_const (Complex.I * w)).smul_const u
  -- acceleration minus force is `e` times the mode matrix applied to the amplitude
  have key : ∀ e : ℂ, -(K.map Complex.ofReal *ᵥ (e • u))
      + (c : ℂ) • (((e * (Complex.I * w)) • u) ⨯₃ (fun i => (b i : ℂ)))
      = (e * (Complex.I * w) * (Complex.I * w)) • u - e • (modeMatrix K b c w *ᵥ u) := by
    intro e
    have hI : e * (Complex.I * w) * (Complex.I * w) = -(e * w ^ 2) := by
      linear_combination e * w ^ 2 * Complex.I_sq
    rw [hI, modeMatrix, Matrix.add_mulVec, Matrix.sub_mulVec, Matrix.smul_mulVec,
      Matrix.smul_mulVec, Matrix.one_mulVec, crossMatrix_mulVec, Matrix.mulVec_smul,
      ← cross_anticomm (fun i => (b i : ℂ)) ((e * (Complex.I * w)) • u), map_smul]
    module
  constructor
  · rintro ⟨v, h⟩
    have hveq : v = fun t : ℝ =>
        (Complex.exp (Complex.I * w * t) * (Complex.I * w)) • u :=
      funext fun t => (h t).1.unique (hr t)
    subst hveq
    have h0 := (h 0).2.unique (hv 0)
    have h1 := (key (Complex.exp (Complex.I * w * (0 : ℝ)))).symm.trans h0
    exact (smul_eq_zero.mp (sub_eq_self.mp h1)).resolve_left (Complex.exp_ne_zero _)
  · intro hM
    refine ⟨_, fun t => ⟨hr t, ?_⟩⟩
    have h := key (Complex.exp (Complex.I * w * t))
    rw [hM, smul_zero, sub_zero] at h
    exact (hv t).congr_deriv h.symm
```

Here `hr` and `hv` are the first and second derivatives of the exponential motion. The identity `key` takes a scalar $e$ in place of the exponential and states that the force per unit mass equals the acceleration minus $e\,Mu$. Its proof uses $i^2=-1$ and the antisymmetry of the cross product, as in the derivation by hand.

If the motion solves the equation, uniqueness of derivatives fixes `v`. Comparing force and acceleration at $t=0$ then leaves $e\,Mu=0$, and the exponential is not zero. Conversely, if $Mu=0$, then `key` says that force and acceleration agree at all times.

## The cubic and the sum of its roots

The expansion of the determinant assumes only that $K$ is symmetric, so the trace and $b\cdot b$ still appear in it.

```lean
/-- For symmetric `K` the mode determinant is a cubic in `w²` with leading coefficient `-1`
and quadratic coefficient `tr K + c² b·b`. -/
theorem det_modeMatrix (K : Matrix (Fin 3) (Fin 3) ℝ) (b : Fin 3 → ℝ) (c : ℝ) (w : ℂ)
    (hK : K.IsSymm) :
    (modeMatrix K b c w).det = -(w ^ 2) ^ 3
      + ((K.trace + c ^ 2 * (b ⬝ᵥ b) : ℝ) : ℂ) * (w ^ 2) ^ 2
      - (linearCoeff K b c : ℂ) * w ^ 2 + (K.det : ℂ) := by
  have h10 : K 1 0 = K 0 1 := hK.apply 0 1
  have h20 : K 2 0 = K 0 2 := hK.apply 0 2
  have h21 : K 2 1 = K 1 2 := hK.apply 1 2
  simp [modeMatrix, crossMatrix, linearCoeff, Matrix.det_fin_three, Matrix.trace_fin_three,
    Matrix.mulVec, dotProduct, Fin.sum_univ_three, h10, h20, h21]
  linear_combination (w ^ 2 * c ^ 2 * (b 0 ^ 2 * (K 0 0 - w ^ 2) + b 1 ^ 2 * (K 1 1 - w ^ 2)
    + b 2 ^ 2 * (K 2 2 - w ^ 2) + 2 * b 0 * b 1 * K 0 1 + 2 * b 0 * b 2 * K 0 2
    + 2 * b 1 * b 2 * K 1 2)) * Complex.I_sq
```

The proof replaces the entries below the diagonal by those above it and expands everything. What remains is to use $i^2=-1$ in the term with $\beta^2$. The long factor before `Complex.I_sq` is that term's coefficient, $w^2c^2\,b\cdot(K-w^2)b$.

The factorisation of a monic cubic is proved separately.

```lean
/-- Every monic complex cubic is a product of three linear factors. -/
theorem cubic_factors (a₂ a₁ a₀ : ℂ) : ∃ s₁ s₂ s₃ : ℂ, ∀ x : ℂ,
    x ^ 3 - a₂ * x ^ 2 + a₁ * x - a₀ = (x - s₁) * (x - s₂) * (x - s₃) := by
  let p : Polynomial ℂ := Polynomial.X ^ 3 + Polynomial.C (-a₂) * Polynomial.X ^ 2
    + Polynomial.C a₁ * Polynomial.X + Polynomial.C (-a₀)
  have hp : p.degree = 3 := by
    dsimp only [p]
    compute_degree!
  obtain ⟨s, hs⟩ := IsAlgClosed.exists_root p (by rw [hp]; norm_num)
  have hs' : Polynomial.eval s p = 0 := hs
  simp only [p, Polynomial.eval_add, Polynomial.eval_mul, Polynomial.eval_pow,
    Polynomial.eval_X, Polynomial.eval_C] at hs'
  -- the remaining quadratic is solved with a square root of its discriminant
  obtain ⟨z, hz⟩ := IsAlgClosed.exists_pow_nat_eq
    ((s - a₂) ^ 2 - 4 * (a₁ + s * (s - a₂))) (n := 2) (by norm_num)
  refine ⟨s, (-(s - a₂) + z) / 2, (-(s - a₂) - z) / 2, fun x => ?_⟩
  linear_combination hs' + (x - s) / 4 * hz
```

Algebraic closedness of the complex numbers supplies one root $s$. Dividing by $x-s$ leaves the quadratic $x^2+(s-a_2)x+a_1+s(s-a_2)$, and a square root $z$ of its discriminant gives the other two roots by the usual formula.

The main theorem has two parts: a triple of squared frequencies exists, and every such triple has the sum $c^2$. The hypotheses `hK`, `htr` and `hb` are the symmetry of $K$, Laplace's equation and the normalisation of the field direction. The last leaves the field strength entirely to `c`, which may have either sign or vanish.

```lean
/-- Invariance theorem: for a symmetric traceless trap matrix and a unit field direction, the mode
determinant has three roots in `w²`, counted with multiplicity, and their sum is `c²`. -/
theorem invariance_theorem (K : Matrix (Fin 3) (Fin 3) ℝ) (b : Fin 3 → ℝ) (c : ℝ)
    (hK : K.IsSymm) (htr : K.trace = 0) (hb : b ⬝ᵥ b = 1) :
    (∃ s₁ s₂ s₃ : ℂ, AreSquaredFrequencies K b c s₁ s₂ s₃) ∧
      ∀ s₁ s₂ s₃ : ℂ, AreSquaredFrequencies K b c s₁ s₂ s₃ →
        s₁ + s₂ + s₃ = (c : ℂ) ^ 2 := by
  constructor
  · obtain ⟨s₁, s₂, s₃, h⟩ := cubic_factors ((K.trace + c ^ 2 * (b ⬝ᵥ b) : ℝ) : ℂ)
      (linearCoeff K b c : ℂ) (K.det : ℂ)
    refine ⟨s₁, s₂, s₃, fun w => ?_⟩
    rw [det_modeMatrix K b c w hK]
    linear_combination -h (w ^ 2)
  · intro s₁ s₂ s₃ h
    have key : ∀ w : ℂ, _ := fun w => (det_modeMatrix K b c w hK).symm.trans (h w)
    rw [htr, hb] at key
    push_cast at key
    -- compare the two cubics at w² = 0, 1, -1
    have h0 := key 0
    have h1 := key 1
    have hi := key Complex.I
    rw [Complex.I_sq] at hi
    linear_combination (-1 / 2) * h1 - (1 / 2) * hi + h0
```

The first part applies `cubic_factors` to the expanded determinant. In the second, `h0`, `h1` and `hi` are the equality of the two cubics at $w=0$, $1$ and $i$, that is, at $w^2=0$, $1$ and $-1$. The final `linear_combination` is the combination $f(1)+f(-1)-2f(0)$ up to a factor $-\tfrac12$.

## Three observed motions and the ideal trap

The corollary speaks of trajectories and not of determinants. It assumes three harmonic solutions with nonzero amplitudes and distinct squared frequencies. Distinctness ensures that the three motions account for all three roots; $w$ and $-w$, for instance, would count the same root twice.

```lean
/-- For a symmetric traceless trap matrix and a unit field direction, three nonzero harmonic motions
with distinct squared frequencies satisfy `w₀² + w₁² + w₂² = c²`. -/
theorem sum_sq_frequencies (K : Matrix (Fin 3) (Fin 3) ℝ) (b : Fin 3 → ℝ) (c : ℝ)
    (hK : K.IsSymm) (htr : K.trace = 0) (hb : b ⬝ᵥ b = 1)
    (w : Fin 3 → ℂ) (u : Fin 3 → Fin 3 → ℂ) (hu : ∀ j, u j ≠ 0)
    (hmot : ∀ j, IsMotion K b c (fun t => Complex.exp (Complex.I * w j * t) • u j))
    (h01 : w 0 ^ 2 ≠ w 1 ^ 2) (h02 : w 0 ^ 2 ≠ w 2 ^ 2) (h12 : w 1 ^ 2 ≠ w 2 ^ 2) :
    w 0 ^ 2 + w 1 ^ 2 + w 2 ^ 2 = (c : ℂ) ^ 2 := by
  obtain ⟨⟨s₁, s₂, s₃, hs⟩, hsum⟩ := invariance_theorem K b c hK htr hb
  have hc := hsum s₁ s₂ s₃ hs
  -- a nonzero amplitude forces the mode determinant to vanish
  have hroot : ∀ j, (w j ^ 2 - s₁) * (w j ^ 2 - s₂) * (w j ^ 2 - s₃) = 0 := by
    intro j
    have hd : (modeMatrix K b c (w j)).det = 0 :=
      Matrix.exists_mulVec_eq_zero_iff.mp
        ⟨u j, hu j, (harmonic_isMotion_iff K b c (w j) (u j)).mp (hmot j)⟩
    rw [hs (w j)] at hd
    exact neg_eq_zero.mp hd
  have hV : (w 0 ^ 2 - w 1 ^ 2) * (w 0 ^ 2 - w 2 ^ 2) * (w 1 ^ 2 - w 2 ^ 2) ≠ 0 :=
    mul_ne_zero (mul_ne_zero (sub_ne_zero.mpr h01) (sub_ne_zero.mpr h02))
      (sub_ne_zero.mpr h12)
  rw [← hc]
  apply mul_left_cancel₀ hV
  linear_combination (w 1 ^ 2 - w 2 ^ 2) * hroot 0 + (w 2 ^ 2 - w 0 ^ 2) * hroot 1
    + (w 0 ^ 2 - w 1 ^ 2) * hroot 2
```

Each motion gives a nonzero vector annihilated by its mode matrix, so the determinant vanishes and `hroot` follows. The proof then combines the three root equations with the weights $w_1^2-w_2^2$, $w_2^2-w_0^2$ and $w_0^2-w_1^2$. The result is the difference between $w_0^2+w_1^2+w_2^2$ and $s_1+s_2+s_3$, multiplied by the product `hV` of the differences of squares. That product is nonzero and can be cancelled.

The last theorem gives the factorisation for the ideal aligned trap, for all real `k` and `c`. It follows from expanding the determinant and using $i^2=-1$ once more.

```lean
/-- For the ideal trap, with stiffness `k` along the field and `-k/2` across it, the mode
determinant splits into one axial and two radial factors. -/
theorem det_ideal_trap (k c : ℝ) (w : ℂ) :
    (modeMatrix !![-k / 2, 0, 0; 0, -k / 2, 0; 0, 0, k] ![0, 0, 1] c w).det
      = (k - w ^ 2) * (w ^ 2 - c * w + k / 2) * (w ^ 2 + c * w + k / 2) := by
  simp [modeMatrix, crossMatrix, Matrix.det_fin_three]
  linear_combination (k - w ^ 2) * w ^ 2 * c ^ 2 * Complex.I_sq

end

end PenningTrapInvariance
```

```lean
#print axioms PenningTrapInvariance.sum_sq_frequencies
#print axioms PenningTrapInvariance.det_ideal_trap
```

```
'PenningTrapInvariance.sum_sq_frequencies' depends on axioms: [propext, Classical.choice, Quot.sound]
'PenningTrapInvariance.det_ideal_trap' depends on axioms: [propext, Classical.choice, Quot.sound]
```
